# The short- and long-distance limits of the Casimir–Polder dispersion energy

## Two molecules and a delayed field

Two neutral molecules attract each other because the fluctuating dipole of one polarizes the other. At short distance the field crosses the gap almost instantly, and the attraction falls off as R⁻⁶. When the light travel time becomes comparable with the periods of the molecular transitions, the response arrives late and the correlation weakens. How does one energy formula contain both regimes, and with which coefficients?

In Gaussian units with ħ = c = 1, the Casimir–Polder energy of two isotropic ground-state molecules at separation R, in vacuum at zero temperature and in the electric-dipole approximation, is

V(R) = −(1/(πR⁶)) ∫₀^∞ αA(iu) αB(iu) K(uR) du,

K(x) = e^(−2x) (3 + 6x + 5x² + 2x³ + x⁴).

Here αA(iu) and αB(iu) are the polarizabilities at imaginary frequency iu, which are real numbers. The kernel K carries the retardation. Write f(u) = αA(iu) αB(iu) and

I(R) = ∫₀^∞ f(u) K(uR) du,

so that R⁶V(R) = −I(R)/π.

## The two limits and their hypotheses

If f is integrable on (0, ∞), then as R → 0+

R⁶V(R) → −(3/π) ∫₀^∞ αA(iu) αB(iu) du.

The right-hand side is −C₆, with C₆ the London coefficient. If both polarizabilities are continuous and bounded on [0, ∞), then as R → ∞

R⁷V(R) → −(23/(4π)) αA(0) αB(0).

Only the static polarizabilities survive at long distance. Integrability of f is not assumed there.

Ordinary ground-state molecules satisfy these hypotheses. Their polarizability at iu is positive, continuous and decreasing in u, so its finite static value is a bound. At high frequency it falls off as 1/u², which makes the product f integrable.

In Lean, `kernel` is K, `dispersionIntegral f R` is I(R), and `energy αA αB R` is V(R). The notation differs from the textbook in one point: `αA u` stands for αA(iu), so the argument is the real number u. `Ioi 0` is (0, ∞) and `Ici 0` is [0, ∞). The filter `𝓝[>] 0` means R → 0 through positive values, and `atTop` means R → ∞. The theorem `energy_london_limit` is the first limit and `energy_casimirPolder_limit` the second, with `MA` and `MB` as bounds on the two polarizabilities.

The energy formula enters as a definition. Its derivation from two-photon exchange in quantum electrodynamics, which is the main content of Casimir and Polder's result, is taken over from physics, and so is its range of validity. For real molecules, "R → 0" therefore means distances short compared with the transition wavelengths but still large enough for the charge clouds not to overlap. At a temperature T above zero, "R → ∞" means distances long compared with the transition wavelengths but still short compared with ħc/(k_BT), where k_B is Boltzmann's constant; farther out, thermal photons change the law. Such a range exists only if k_BT is far below the transition energies.

For such non-overlapping, isotropic pairs, the first limit gives C₆ as an integral over imaginary-frequency polarizabilities, which can be computed. Some dispersion corrections to density functional theory take their coefficients from this integral, while others, like many force fields, use fitted values.

## The kernel: decreasing, with area 23/4

Differentiating the product gives

K′(x) = e^(−2x) [6 + 10x + 6x² + 4x³ − 2(3 + 6x + 5x² + 2x³ + x⁴)]

= −e^(−2x) (2x + 4x² + 2x⁴).

This is not positive for x ≥ 0, so K decreases from K(0) = 3. Every term of K is nonnegative there, hence 0 ≤ K(x) ≤ 3.

For the area, look for an antiderivative F(x) = e^(−2x) q(x) with q a quartic. The condition is q′ − 2q = 3 + 6x + 5x² + 2x³ + x⁴. Matching coefficients from the highest power down gives

F(x) = −e^(−2x) (23/4 + (17/2)x + (11/2)x² + 2x³ + (1/2)x⁴).

Since F vanishes at infinity,

∫₀^∞ K(x) dx = 0 − F(0) = 23/4.

## Short distance: the kernel becomes 3

For fixed u, K(uR) → K(0) = 3 as R → 0+. The integrand satisfies |f(u) K(uR)| ≤ 3|f(u)|, and this bound is integrable and independent of R. Dominated convergence allows the limit to be taken under the integral:

I(R) → 3 ∫₀^∞ f(u) du.

Multiplication by −1/π gives the London limit.

## Long distance: only zero frequency remains

Substitute x = uR, so that du = dx/R:

R I(R) = ∫₀^∞ f(x/R) K(x) dx.

For fixed x, f(x/R) → f(0) as R → ∞, by continuity at zero. If |f| ≤ M, the integrand is bounded by M K(x), which is integrable. Dominated convergence gives

R I(R) → f(0) ∫₀^∞ K(x) dx = (23/4) f(0).

Since R⁷V(R) = −R I(R)/π, the Casimir–Polder limit follows.

## Retardation weakens the attraction

Suppose that f is integrable and nonnegative, as it is for ground-state molecules. For 0 ≤ R ≤ S, K(uS) ≤ K(uR) at every u > 0. Multiplying by f(u) and integrating gives I(S) ≤ I(R). This is `dispersionIntegral_antitone`. In particular I(R) ≤ I(0) = 3∫f, so the attraction is never stronger than the London form −C₆/R⁶.

## Frequency-independent polarizabilities

Let f(u) = f₀ be a nonzero constant. This is a mathematical test case and does not describe molecules, whose polarizabilities fall off at high frequency. The substitution then gives R I(R) = (23/4) f₀ at every R > 0, so the R⁻⁷ law holds at all distances. I(R) diverges as R → 0+, and there is no London regime. Continuity and boundedness of f are therefore not enough for a finite short-distance limit.

## Polarizabilities built from transitions

The polarizabilities could also have been defined as finite sums of terms proportional to ω/(ω² + u²), with positive transition frequencies ω and nonnegative strengths. Continuity, boundedness, integrability of the product and its sign would then be consequences, and C₆ could be evaluated term by term. Such a finite sum can represent the ionization continuum only approximately, while general functions can include it exactly.

## The complete Lean source

```lean
import Mathlib

open MeasureTheory Set Filter Topology

namespace CasimirPolder

noncomputable section

/-- The retardation kernel `K(x) = exp(-2x) (3 + 6x + 5x² + 2x³ + x⁴)`. -/
def kernel (x : ℝ) : ℝ :=
  Real.exp (-2 * x) * (3 + 6 * x + 5 * x ^ 2 + 2 * x ^ 3 + x ^ 4)

/-- The integral of `f(u) K(uR)` over imaginary frequencies `u > 0`, at separation `R`. -/
def dispersionIntegral (f : ℝ → ℝ) (R : ℝ) : ℝ :=
  ∫ u in Ioi (0 : ℝ), f u * kernel (u * R)

/-- The Casimir-Polder energy of two isotropic ground-state molecules at separation `R > 0`, in
Gaussian units with `ħ = c = 1`; `αA u` and `αB u` are the polarizabilities at imaginary frequency
`iu`. -/
def energy (αA αB : ℝ → ℝ) (R : ℝ) : ℝ :=
  -(1 / (Real.pi * R ^ 6)) * dispersionIntegral (fun u => αA u * αB u) R

/-- The derivative of `exp(-2x)` times a quartic polynomial. -/
theorem hasDerivAt_exp_quartic (a b c d e x : ℝ) :
    HasDerivAt (fun y : ℝ => Real.exp (-2 * y) * (a + b * y + c * y ^ 2 + d * y ^ 3 + e * y ^ 4))
      (Real.exp (-2 * x) * (b + 2 * c * x + 3 * d * x ^ 2 + 4 * e * x ^ 3
        - 2 * (a + b * x + c * x ^ 2 + d * x ^ 3 + e * x ^ 4))) x := by
  have h0 : HasDerivAt (fun y : ℝ => -2 * y) (-2) x := by
    simpa using (hasDerivAt_id x).const_mul (-2 : ℝ)
  have hp : HasDerivAt (fun y : ℝ => a + b * y + c * y ^ 2 + d * y ^ 3 + e * y ^ 4)
      (b + 2 * c * x + 3 * d * x ^ 2 + 4 * e * x ^ 3) x := by
    have h := ((((hasDerivAt_const x a).fun_add ((hasDerivAt_id' x).const_mul b)).fun_add
      ((hasDerivAt_pow 2 x).const_mul c)).fun_add ((hasDerivAt_pow 3 x).const_mul d)).fun_add
      ((hasDerivAt_pow 4 x).const_mul e)
    exact h.congr_deriv (by norm_num; ring)
  exact (h0.exp.fun_mul hp).congr_deriv (by ring)

/-- The retardation kernel is nonincreasing on `[0, ∞)`. -/
theorem kernel_antitone : AntitoneOn kernel (Ici 0) := by
  have hd : ∀ x, HasDerivAt kernel
      (-(Real.exp (-2 * x) * (2 * x + 4 * x ^ 2 + 2 * x ^ 4))) x := by
    intro x
    have e : kernel = fun y : ℝ =>
        Real.exp (-2 * y) * (3 + 6 * y + 5 * y ^ 2 + 2 * y ^ 3 + 1 * y ^ 4) := by
      funext y
      simp only [kernel, one_mul]
    rw [e]
    exact (hasDerivAt_exp_quartic 3 6 5 2 1 x).congr_deriv (by ring)
  refine antitoneOn_of_deriv_nonpos (convex_Ici 0)
    (fun x _ => (hd x).continuousAt.continuousWithinAt)
    (fun x _ => (hd x).differentiableAt.differentiableWithinAt) ?_
  intro x hx
  rw [interior_Ici] at hx
  have hx0 : 0 < x := hx
  rw [(hd x).deriv]
  exact neg_nonpos.mpr (by positivity)

/-- For `x ≥ 0` the retardation kernel lies between `0` and `3`. -/
theorem kernel_bounds {x : ℝ} (hx : 0 ≤ x) : 0 ≤ kernel x ∧ kernel x ≤ 3 := by
  constructor
  · unfold kernel
    positivity
  · have h := kernel_antitone (mem_Ici.mpr le_rfl) (mem_Ici.mpr hx) hx
    have h0 : kernel 0 = 3 := by simp [kernel]
    rwa [h0] at h

/-- The retardation kernel is integrable on `(0, ∞)`, and its integral is `23/4`. -/
theorem kernel_integral :
    IntegrableOn kernel (Ioi 0) ∧ ∫ x in Ioi (0 : ℝ), kernel x = 23 / 4 := by
  -- an explicit antiderivative, which vanishes at infinity
  let F : ℝ → ℝ := fun y => Real.exp (-2 * y) *
    (-23 / 4 + -17 / 2 * y + -11 / 2 * y ^ 2 + -2 * y ^ 3 + -1 / 2 * y ^ 4)
  have hF : ∀ x ∈ Ici (0 : ℝ), HasDerivAt F (kernel x) x := fun x _ =>
    (hasDerivAt_exp_quartic (-23 / 4) (-17 / 2) (-11 / 2) (-2) (-1 / 2) x).congr_deriv
      (by unfold kernel; ring)
  have hpos : ∀ x ∈ Ioi (0 : ℝ), 0 ≤ kernel x := fun x hx =>
    (kernel_bounds (mem_Ioi.mp hx).le).1
  have hlim : Tendsto F atTop (𝓝 0) := by
    have t := Real.tendsto_pow_mul_exp_neg_atTop_nhds_zero
    have h := ((((((t 0).const_mul (-23 / 4)).add ((t 1).const_mul (-17 / 2))).add
      ((t 2).const_mul (-11 / 2))).add ((t 3).const_mul (-2))).add
      ((t 4).const_mul (-1 / 2))).mul (t 0)
    simp only [mul_zero, add_zero] at h
    refine h.congr fun y => ?_
    have e : Real.exp (-2 * y) = Real.exp (-y) * Real.exp (-y) := by
      rw [← Real.exp_add]
      congr 1
      ring
    simp only [F]
    rw [e]
    ring
  refine ⟨integrableOn_Ioi_deriv_of_nonneg' hF hpos hlim, ?_⟩
  rw [integral_Ioi_of_hasDerivAt_of_nonneg' hF hpos hlim]
  norm_num [F]

/-- For integrable `f`, the dispersion integral tends to `3 ∫ f` as `R → 0+`. -/
theorem dispersionIntegral_nonretarded {f : ℝ → ℝ} (hf : IntegrableOn f (Ioi 0)) :
    Tendsto (dispersionIntegral f) (𝓝[>] 0) (𝓝 (3 * ∫ u in Ioi (0 : ℝ), f u)) := by
  have hK : Continuous kernel := by unfold kernel; fun_prop
  rw [← integral_const_mul]
  change Tendsto (fun R => ∫ u in Ioi (0 : ℝ), f u * kernel (u * R)) _ _
  -- dominated convergence with the bound `3 |f|`
  refine tendsto_integral_filter_of_dominated_convergence (fun u => 3 * ‖f u‖) ?_ ?_
    (hf.norm.const_mul 3) ?_
  · exact Eventually.of_forall fun R => hf.aestronglyMeasurable.mul
      (hK.comp (continuous_id.mul continuous_const)).aestronglyMeasurable
  · filter_upwards [self_mem_nhdsWithin] with R hR
    filter_upwards [ae_restrict_mem measurableSet_Ioi] with u hu
    have hb := kernel_bounds (mul_nonneg (mem_Ioi.mp hu).le (mem_Ioi.mp hR).le)
    rw [norm_mul, Real.norm_of_nonneg hb.1]
    nlinarith [mul_le_mul_of_nonneg_right hb.2 (norm_nonneg (f u))]
  · refine Eventually.of_forall fun u => ?_
    have h : Continuous fun R : ℝ => f u * kernel (u * R) :=
      continuous_const.mul (hK.comp (continuous_const.mul continuous_id))
    have h1 : Tendsto (fun R : ℝ => f u * kernel (u * R)) (𝓝[>] 0)
        (𝓝 (f u * kernel (u * 0))) := (h.tendsto 0).mono_left nhdsWithin_le_nhds
    have e : f u * kernel (u * 0) = 3 * f u := by
      simp [kernel, mul_comm]
    rw [e] at h1
    exact h1

/-- For `R > 0`, measuring frequency in units of `1/R` moves the separation from the kernel
into the argument of `f`. -/
theorem dispersionIntegral_scaling (f : ℝ → ℝ) {R : ℝ} (hR : 0 < R) :
    R * dispersionIntegral f R = ∫ x in Ioi (0 : ℝ), f (x / R) * kernel x := by
  have h := integral_comp_mul_right_Ioi (fun x => f (x / R) * kernel x) 0 hR
  simp only [zero_mul, smul_eq_mul, mul_div_cancel_right₀ _ hR.ne'] at h
  unfold dispersionIntegral
  rw [h, ← mul_assoc, mul_inv_cancel₀ hR.ne', one_mul]

/-- For `f` continuous and bounded on `[0, ∞)`, `R` times the dispersion integral tends to
`(23/4) f(0)` as `R → ∞`. -/
theorem dispersionIntegral_retarded {f : ℝ → ℝ} {M : ℝ} (hc : ContinuousOn f (Ici 0))
    (hM : ∀ u, 0 ≤ u → |f u| ≤ M) :
    Tendsto (fun R => R * dispersionIntegral f R) atTop (𝓝 (23 / 4 * f 0)) := by
  have e : 23 / 4 * f 0 = ∫ x in Ioi (0 : ℝ), f 0 * kernel x := by
    rw [integral_const_mul, kernel_integral.2, mul_comm]
  rw [e]
  -- dominated convergence with the bound `M K`, after rescaling the frequency
  have key : Tendsto (fun R : ℝ => ∫ x in Ioi (0 : ℝ), f (x / R) * kernel x) atTop
      (𝓝 (∫ x in Ioi (0 : ℝ), f 0 * kernel x)) := by
    refine tendsto_integral_filter_of_dominated_convergence (fun x => M * kernel x) ?_ ?_
      (kernel_integral.1.const_mul M) ?_
    · filter_upwards [eventually_gt_atTop (0 : ℝ)] with R hR
      have h : ContinuousOn (fun x => f (x / R)) (Ioi 0) :=
        hc.comp (continuous_id.div_const R).continuousOn
          (fun x hx => div_nonneg (mem_Ioi.mp hx).le hR.le)
      exact (h.aestronglyMeasurable measurableSet_Ioi).mul kernel_integral.1.aestronglyMeasurable
    · filter_upwards [eventually_gt_atTop (0 : ℝ)] with R hR
      filter_upwards [ae_restrict_mem measurableSet_Ioi] with x hx
      have hx0 := (mem_Ioi.mp hx).le
      rw [norm_mul, Real.norm_of_nonneg (kernel_bounds hx0).1, Real.norm_eq_abs]
      exact mul_le_mul_of_nonneg_right (hM _ (div_nonneg hx0 hR.le)) (kernel_bounds hx0).1
    · filter_upwards [ae_restrict_mem measurableSet_Ioi] with x hx
      have h : Tendsto (fun R : ℝ => x / R) atTop (𝓝[Ici 0] 0) := by
        refine tendsto_nhdsWithin_iff.mpr ⟨tendsto_const_nhds.div_atTop tendsto_id, ?_⟩
        filter_upwards [eventually_gt_atTop (0 : ℝ)] with R hR
        exact div_nonneg (mem_Ioi.mp hx).le hR.le
      exact ((hc 0 (mem_Ici.mpr le_rfl)).tendsto.comp h).mul_const (kernel x)
  refine key.congr' ?_
  filter_upwards [eventually_gt_atTop (0 : ℝ)] with R hR
  exact (dispersionIntegral_scaling f hR).symm

/-- For `f` integrable on `(0, ∞)` and nonnegative there, the dispersion integral is a nonincreasing
function of the separation `R ≥ 0`. -/
theorem dispersionIntegral_antitone {f : ℝ → ℝ} (hf : IntegrableOn f (Ioi 0))
    (h0 : ∀ u, 0 < u → 0 ≤ f u) : AntitoneOn (dispersionIntegral f) (Ici 0) := by
  have hK : Continuous kernel := by unfold kernel; fun_prop
  have hi : ∀ R : ℝ, 0 ≤ R → IntegrableOn (fun u => f u * kernel (u * R)) (Ioi 0) := by
    intro R hR
    refine Integrable.mono' (hf.norm.const_mul 3) (hf.aestronglyMeasurable.mul
      (hK.comp (continuous_id.mul continuous_const)).aestronglyMeasurable) ?_
    filter_upwards [ae_restrict_mem measurableSet_Ioi] with u hu
    have hb := kernel_bounds (mul_nonneg (mem_Ioi.mp hu).le hR)
    rw [norm_mul, Real.norm_of_nonneg hb.1]
    nlinarith [mul_le_mul_of_nonneg_right hb.2 (norm_nonneg (f u))]
  intro R hR S hS hRS
  refine setIntegral_mono_on (hi S hS) (hi R hR) measurableSet_Ioi fun u hu => ?_
  have hu0 := (mem_Ioi.mp hu).le
  exact mul_le_mul_of_nonneg_left (kernel_antitone (mul_nonneg hu0 hR) (mul_nonneg hu0 hS)
    (mul_le_mul_of_nonneg_left hRS hu0)) (h0 u hu)

/-- London limit: if the product of the polarizabilities is integrable, `R⁶` times the energy
tends to `-(3/π) ∫ αA αB` as `R → 0+`. -/
theorem energy_london_limit {αA αB : ℝ → ℝ}
    (hf : IntegrableOn (fun u => αA u * αB u) (Ioi 0)) :
    Tendsto (fun R => R ^ 6 * energy αA αB R) (𝓝[>] 0)
      (𝓝 (-(3 / Real.pi) * ∫ u in Ioi (0 : ℝ), αA u * αB u)) := by
  have h := (dispersionIntegral_nonretarded hf).const_mul (-(1 / Real.pi))
  have e : -(1 / Real.pi) * (3 * ∫ u in Ioi (0 : ℝ), αA u * αB u)
      = -(3 / Real.pi) * ∫ u in Ioi (0 : ℝ), αA u * αB u := by ring
  rw [e] at h
  refine h.congr' ?_
  filter_upwards [self_mem_nhdsWithin] with R hR
  have hR0 : R ≠ 0 := (mem_Ioi.mp hR).ne'
  unfold energy
  field_simp

/-- Casimir-Polder limit: for polarizabilities continuous and bounded on `[0, ∞)`, `R⁷` times
the energy tends to `-(23/(4π)) αA(0) αB(0)` as `R → ∞`. -/
theorem energy_casimirPolder_limit {αA αB : ℝ → ℝ} {MA MB : ℝ}
    (hA : ContinuousOn αA (Ici 0)) (hB : ContinuousOn αB (Ici 0))
    (hMA : ∀ u, 0 ≤ u → |αA u| ≤ MA) (hMB : ∀ u, 0 ≤ u → |αB u| ≤ MB) :
    Tendsto (fun R => R ^ 7 * energy αA αB R) atTop
      (𝓝 (-(23 / (4 * Real.pi)) * (αA 0 * αB 0))) := by
  have hM : ∀ u, 0 ≤ u → |αA u * αB u| ≤ MA * MB := fun u hu => by
    rw [abs_mul]
    exact mul_le_mul (hMA u hu) (hMB u hu) (abs_nonneg _) ((abs_nonneg _).trans (hMA u hu))
  have h := (dispersionIntegral_retarded (hA.mul hB) hM).const_mul (-(1 / Real.pi))
  have e : -(1 / Real.pi) * (23 / 4 * (αA 0 * αB 0))
      = -(23 / (4 * Real.pi)) * (αA 0 * αB 0) := by
    field_simp
  rw [← e]
  refine h.congr' ?_
  filter_upwards [eventually_gt_atTop (0 : ℝ)] with R hR
  have hR0 : R ≠ 0 := hR.ne'
  change -(1 / Real.pi) * (R * dispersionIntegral (fun u => αA u * αB u) R) = _
  unfold energy
  field_simp

end

end CasimirPolder
```

```lean
#print axioms CasimirPolder.dispersionIntegral_antitone
-- 'CasimirPolder.dispersionIntegral_antitone' depends on axioms: [propext, Classical.choice, Quot.sound]
#print axioms CasimirPolder.energy_london_limit
-- 'CasimirPolder.energy_london_limit' depends on axioms: [propext, Classical.choice, Quot.sound]
#print axioms CasimirPolder.energy_casimirPolder_limit
-- 'CasimirPolder.energy_casimirPolder_limit' depends on axioms: [propext, Classical.choice, Quot.sound]
```

## From the calculus to the Lean proof

`hasDerivAt_exp_quartic` is the product rule for e^(−2x) times a quartic with arbitrary coefficients. It serves twice: for K′ in `kernel_antitone` and for F′ = K in `kernel_integral`. In the first, `positivity` settles the sign of the derivative. `kernel_bounds` then compares K(x) with K(0).

In `kernel_integral`, the step `hlim` shows that F vanishes at infinity. It writes e^(−2y) as e^(−y) e^(−y) and uses the fact that yⁿe^(−y) → 0 for each power. Because K is nonnegative and F has a limit, one Mathlib theorem yields integrability and a second yields the value 0 − F(0).

Both limits of I use `tendsto_integral_filter_of_dominated_convergence`. It asks for measurable integrands, a bound, integrability of that bound, and a pointwise limit. In `dispersionIntegral_nonretarded` the bound is `3 * ‖f u‖`, and the pointwise limit comes from continuity of K.

`dispersionIntegral_scaling` is the substitution x = uR. In `dispersionIntegral_retarded` the bound is `M * kernel x`. Since f is continuous only on [0, ∞), the proof also checks that x/R approaches zero from within that set. The step `key.congr'` carries the limit back to R I(R), using the substitution for positive R.

`dispersionIntegral_antitone` first establishes in `hi` that the integrands at both separations are integrable, then compares them pointwise with `setIntegral_mono_on`.

The two energy theorems multiply the limits of I by −1/π, and `field_simp` cancels the powers of R. For the long-distance law, `hM` first combines the separate bounds into |αA αB| ≤ MA·MB.
